# The Logarithmic Sobolev Inequality for Uniformly Weighted Two-State Spins

## Entropy of a flipping spin

One way to bound how fast a randomly flipping spin loses memory of its initial state is to follow its entropy relative to equilibrium. A spin that starts in a known state gives the other state zero weight, so we set 0 log 0 = 0. In Lean this holds because `Real.log 0` is a real number (0 by convention) and its product with 0 is 0.

Both states are equally likely in equilibrium. For non-negative weights u, v relative to equilibrium, define

H(u, v) = (u log u + v log v)/2 − ((u + v)/2) log((u + v)/2).

When (u + v)/2 = 1, the two states have probabilities u/2 and v/2, and H is log 2 minus the ordinary entropy −Σ p log p of the spin. So H falls as that entropy rises.

For non-interacting spins with uniform equilibrium, bounding H by a squared difference is a step towards relaxation estimates for single-flip Monte Carlo. The usual route from there to decay of H in time adds a master equation and a lower bound on its entropy production, neither of which is modelled here.

## The two inequalities

For all real a, b,

H(a², b²) ≤ (a − b)²/2, with equality exactly when a = b.

This is `two_state_log_sobolev`, with H written `pairEntropy`. The numbers a and b are real square roots of weights, not quantum amplitudes, and need no normalisation.

For n spins, a configuration σ is a function `Fin n → Bool`, and ⟨·⟩ (`average`) is the uniform mean over all 2ⁿ of them. Write σⁱ for σ with spin i reversed (`flipSpin`), and let f be any real function of σ. Define

Ent(g) = ⟨g log g⟩ − ⟨g⟩ log⟨g⟩ for g ≥ 0,

E(f) = ½ Σᵢ ⟨(f(σ) − f(σⁱ))²⟩.

The theorem `spin_log_sobolev` states Ent(f²) ≤ E(f) for every finite n, including n = 0, without an equality criterion. Despite its name, `flipEnergy`, which is E, is not the energy of a spin configuration but a Dirichlet form: it measures how much f changes under single flips.

## Two states by calculus

Take 0 ≤ b < a, and set m = (a² + b²)/2, x = (a − b)/a and q = 1 − x + x²/2. Then b = a(1 − x), so m = a²q. Moreover,

q(1 + x + x²/2) = 1 + x⁴/4 > 1.

Since x > 0, we have eˣ ≥ 1 + x + x²/2; as q > 0 too, we get q eˣ > 1, hence log q > −x, and

a(log a² − log m) = −a log q < ax = a − b.

Now let G(t) = (t − b)²/2 − H(t², b²) for t ≥ b. With m(t) = (t² + b²)/2 and m′(t) = t, for t > b

G′(t) = t − b − t(log t² + 1) + t(log m(t) + 1)
= t − b − t(log t² − log m(t)) > 0.

As G is continuous and G(b) = 0, G(a) > 0: the inequality is strict.

For general signs, H(a², b²) depends only on |a| and |b|, is symmetric in them, and (|a| − |b|)² ≤ (a − b)². If |a| ≠ |b|, the strict case applies. If |a| = |b| but a ≠ b, the entropy is zero and the right side is positive. If a = b, both sides vanish.

For a = 2, b = 1, the mean is m = 2.5 and

H(4, 1) = 2 log 4 − 2.5 log 2.5 ≈ 2.7726 − 2.2907 = 0.4819,

just below (2 − 1)²/2 = 0.5.

## Adding one spin at a time

For n = 0 there is one configuration and both sides are zero. For n + 1 spins, let f₊ and f₋ be f with the first spin fixed to `true` and `false`, as functions of the other n spins, and let A± = ⟨f±²⟩. Splitting each average over the first spin, then adding and subtracting (A₊ log A₊ + A₋ log A₋)/2, gives

Ent(f²) = [Ent(f₊²) + Ent(f₋²)]/2 + H(A₊, A₋).

Separating the first spin's flip from the others gives

E(f) = [E(f₊) + E(f₋)]/2 + ⟨(f₊ − f₋)²⟩/2.

By Cauchy–Schwarz, ⟨f₊f₋⟩ ≤ √(A₊A₋), so

⟨(f₊ − f₋)²⟩ = A₊ + A₋ − 2⟨f₊f₋⟩ ≥ (√A₊ − √A₋)².

The two-state inequality for √A₊ and √A₋ therefore yields

H(A₊, A₋) ≤ (√A₊ − √A₋)²/2 ≤ ⟨(f₊ − f₋)²⟩/2.

Applying the n-spin bound to f₊ and f₋ completes the induction.

## The Lean file

```lean
import Mathlib

noncomputable section

namespace TwoStateLogSobolev

/-- Entropy of the non-negative values `u, v` on two equally likely states: the mean of
`u log u` minus the same function of the mean, with `0 log 0 = 0`. -/
def pairEntropy (u v : ℝ) : ℝ :=
  (u * Real.log u + v * Real.log v) / 2 - (u + v) / 2 * Real.log ((u + v) / 2)

/-- Uniform average over the configurations of `n` two-state spins. -/
def average {n : ℕ} (f : (Fin n → Bool) → ℝ) : ℝ := (∑ σ, f σ) / 2 ^ n

/-- Entropy of a non-negative function of `n` spins under the uniform measure. -/
def entropy {n : ℕ} (f : (Fin n → Bool) → ℝ) : ℝ :=
  average (fun σ => f σ * Real.log (f σ)) - average f * Real.log (average f)

/-- The configuration with the spin at site `i` reversed. -/
def flipSpin {n : ℕ} (i : Fin n) (σ : Fin n → Bool) : Fin n → Bool :=
  Function.update σ i (!σ i)

/-- Half the sum over sites of the mean squared change of `f` under a flip of that site. -/
def flipEnergy {n : ℕ} (f : (Fin n → Bool) → ℝ) : ℝ :=
  (∑ i, average (fun σ => (f σ - f (flipSpin i σ)) ^ 2)) / 2

/-- The configuration of `n + 1` spins with first spin `s` and remaining spins `τ`. -/
def addSpin {n : ℕ} (s : Bool) (τ : Fin n → Bool) : Fin (n + 1) → Bool := Fin.cons s τ

/-- For `0 ≤ b < a`, the logarithm of `a²` relative to the mean of `a²` and `b²`,
multiplied by `a`, is less than `a - b`. -/
theorem log_ratio_lt {a b : ℝ} (hb : 0 ≤ b) (hab : b < a) :
    a * (Real.log (a ^ 2) - Real.log ((a ^ 2 + b ^ 2) / 2)) < a - b := by
  have ha : 0 < a := lt_of_le_of_lt hb hab
  obtain ⟨x, hx⟩ : ∃ x, x = (a - b) / a := ⟨_, rfl⟩
  have hxa : x * a = a - b := by rw [hx]; exact div_mul_cancel₀ _ ha.ne'
  have hx0 : 0 < x := by rw [hx]; exact div_pos (by linarith) ha
  have hq : 0 < 1 - x + x ^ 2 / 2 := by nlinarith [sq_nonneg (x - 1)]
  have hm : (a ^ 2 + b ^ 2) / 2 = a ^ 2 * (1 - x + x ^ 2 / 2) := by
    have hb' : b = a - x * a := by linarith
    rw [hb']; ring
  -- the quadratic lower bound on `exp x` bounds `exp (-x)` from above
  have h1 : 1 < (1 - x + x ^ 2 / 2) * Real.exp x :=
    calc 1 < (1 - x + x ^ 2 / 2) * (1 + x + x ^ 2 / 2) := by nlinarith [pow_pos hx0 4]
      _ ≤ _ := mul_le_mul_of_nonneg_left (Real.quadratic_le_exp_of_nonneg hx0.le) hq.le
  have he : Real.exp (-x) * Real.exp x = 1 := by rw [← Real.exp_add]; simp
  have h2 : Real.exp (-x) < 1 - x + x ^ 2 / 2 :=
    lt_of_mul_lt_mul_right (by rw [he]; exact h1) (Real.exp_pos x).le
  have h3 := (Real.lt_log_iff_exp_lt hq).mpr h2
  rw [hm, Real.log_mul (pow_pos ha 2).ne' hq.ne']
  nlinarith [mul_lt_mul_of_pos_left h3 ha]

/-- Two equal values have zero entropy. -/
theorem pairEntropy_self (u : ℝ) : pairEntropy u u = 0 := by
  unfold pairEntropy
  rw [show (u + u) / 2 = u by ring]
  ring

/-- For `0 ≤ b < a`, the entropy of `a², b²` is strictly less than `(a - b)² / 2`. -/
theorem pairEntropy_lt_of_lt {a b : ℝ} (hb : 0 ≤ b) (hab : b < a) :
    pairEntropy (a ^ 2) (b ^ 2) < (a - b) ^ 2 / 2 := by
  -- the gap between the two sides, with `t` in place of `a`, grows with `t`
  have hmono : StrictMonoOn
      (fun t : ℝ => (t - b) * (t - b) / 2 - pairEntropy (t ^ 2) (b ^ 2)) (Set.Ici b) := by
    apply strictMonoOn_of_deriv_pos (convex_Ici b)
    · have c1 : Continuous (fun t : ℝ => t ^ 2 * Real.log (t ^ 2)) :=
        Real.continuous_mul_log.comp (continuous_pow 2)
      have c2 : Continuous
          (fun t : ℝ => (t ^ 2 + b ^ 2) / 2 * Real.log ((t ^ 2 + b ^ 2) / 2)) :=
        Real.continuous_mul_log.comp
          (by fun_prop : Continuous fun t : ℝ => (t ^ 2 + b ^ 2) / 2)
      have c3 : Continuous (fun t : ℝ => (t - b) * (t - b) / 2) := by fun_prop
      exact (c3.sub (((c1.add continuous_const).div_const 2).sub c2)).continuousOn
    · intro t ht
      rw [interior_Ici] at ht
      have hbt : b < t := ht
      have ht0 : 0 < t := lt_of_le_of_lt hb hbt
      have hsp : t ^ 2 ≠ 0 := by positivity
      have hmp : (t ^ 2 + b ^ 2) / 2 ≠ 0 := by positivity
      have hc : ∀ m s : ℝ, m ≠ 0 → m * (s / m) = s := by
        intro m s hm
        field_simp
      have hs : HasDerivAt (fun t : ℝ => t ^ 2) (2 * t) t := by
        simpa using hasDerivAt_pow 2 t
      have hm : HasDerivAt (fun t : ℝ => (t ^ 2 + b ^ 2) / 2) t t :=
        ((hs.add_const (b ^ 2)).div_const 2).congr_deriv (by ring)
      have h1 : HasDerivAt (fun t : ℝ => t ^ 2 * Real.log (t ^ 2))
          ((Real.log (t ^ 2) + 1) * (2 * t)) t :=
        (hs.fun_mul (hs.log hsp)).congr_deriv (by linear_combination hc _ (2 * t) hsp)
      have h2 : HasDerivAt
          (fun t : ℝ => (t ^ 2 + b ^ 2) / 2 * Real.log ((t ^ 2 + b ^ 2) / 2))
          ((Real.log ((t ^ 2 + b ^ 2) / 2) + 1) * t) t :=
        (hm.fun_mul (hm.log hmp)).congr_deriv (by linear_combination hc _ t hmp)
      have h0 := (hasDerivAt_id' t).sub_const b
      have hF : HasDerivAt
          (fun t : ℝ => (t - b) * (t - b) / 2 - pairEntropy (t ^ 2) (b ^ 2)) _ t :=
        ((h0.fun_mul h0).div_const 2).fun_sub
          (((h1.add_const (b ^ 2 * Real.log (b ^ 2))).div_const 2).fun_sub h2)
      rw [hF.deriv]
      nlinarith [log_ratio_lt hb hbt]
  have h : (b - b) * (b - b) / 2 - pairEntropy (b ^ 2) (b ^ 2)
      < (a - b) * (a - b) / 2 - pairEntropy (a ^ 2) (b ^ 2) :=
    hmono (Set.mem_Ici.mpr le_rfl) (Set.mem_Ici.mpr hab.le) hab
  rw [pairEntropy_self] at h
  nlinarith

/-- Two-state logarithmic Sobolev inequality: the entropy of `a², b²` is at most
`(a - b)² / 2`, with equality exactly when `a = b`. -/
theorem two_state_log_sobolev (a b : ℝ) :
    pairEntropy (a ^ 2) (b ^ 2) ≤ (a - b) ^ 2 / 2 ∧
      (pairEntropy (a ^ 2) (b ^ 2) = (a - b) ^ 2 / 2 ↔ a = b) := by
  by_cases hab : a = b
  · subst hab
    simp [pairEntropy_self]
  have hlt : pairEntropy (a ^ 2) (b ^ 2) < (a - b) ^ 2 / 2 := by
    -- passing to absolute values does not raise the right-hand side
    have habs : (|a| - |b|) ^ 2 ≤ (a - b) ^ 2 := by
      nlinarith [sq_abs a, sq_abs b, le_abs_self (a * b), abs_mul a b]
    rcases lt_trichotomy |a| |b| with h | h | h
    · have h1 := pairEntropy_lt_of_lt (abs_nonneg a) h
      have hc : pairEntropy (b ^ 2) (a ^ 2) = pairEntropy (a ^ 2) (b ^ 2) := by
        unfold pairEntropy
        rw [add_comm (b ^ 2) (a ^ 2)]
        ring
      rw [sq_abs, sq_abs, hc] at h1
      nlinarith
    · have h2 : a ^ 2 = b ^ 2 := by rw [← sq_abs a, h, sq_abs]
      rw [h2, pairEntropy_self]
      have : 0 < (a - b) ^ 2 :=
        lt_of_le_of_ne (sq_nonneg _) (pow_ne_zero 2 (sub_ne_zero.mpr hab)).symm
      linarith
    · have h1 := pairEntropy_lt_of_lt (abs_nonneg b) h
      rw [sq_abs, sq_abs] at h1
      linarith
  exact ⟨hlt.le, fun h => absurd h hlt.ne, fun h => absurd h hab⟩

/-- The mean square of a real function of the spins is non-negative. -/
theorem average_sq_nonneg {n : ℕ} (f : (Fin n → Bool) → ℝ) :
    0 ≤ average (fun σ => f σ ^ 2) :=
  div_nonneg (Finset.sum_nonneg fun _ _ => sq_nonneg _) (by positivity)

/-- Averaging over `n + 1` spins is averaging over the first spin and over the others. -/
theorem average_succ {n : ℕ} (f : (Fin (n + 1) → Bool) → ℝ) :
    average f = (average (fun τ => f (addSpin true τ))
      + average (fun τ => f (addSpin false τ))) / 2 := by
  have key : ∑ σ, f σ = ∑ τ, f (addSpin true τ) + ∑ τ, f (addSpin false τ) :=
    calc ∑ σ, f σ = ∑ p : Bool × (Fin n → Bool), f (addSpin p.1 p.2) :=
          (Equiv.sum_comp (Fin.consEquiv (fun _ => Bool)) f).symm
      _ = _ := by simp [Fintype.sum_prod_type]
  unfold average
  rw [key, pow_succ]
  ring

/-- The flip energy of `n + 1` spins is the mean flip energy at fixed first spin plus half
the mean squared change under a flip of the first spin. -/
theorem flipEnergy_succ {n : ℕ} (f : (Fin (n + 1) → Bool) → ℝ) :
    flipEnergy f = (flipEnergy (fun τ => f (addSpin true τ))
      + flipEnergy (fun τ => f (addSpin false τ))) / 2
      + average (fun τ => (f (addSpin true τ) - f (addSpin false τ)) ^ 2) / 2 := by
  have hz : ∀ (s : Bool) (τ : Fin n → Bool),
      flipSpin 0 (addSpin s τ) = addSpin (!s) τ := by
    intro s τ; simp [flipSpin, addSpin]
  have hi : ∀ (i : Fin n) (s : Bool) (τ : Fin n → Bool),
      flipSpin i.succ (addSpin s τ) = addSpin s (flipSpin i τ) := by
    intro i s τ; simp [flipSpin, addSpin, Fin.cons_update]
  have hsym : (fun τ : Fin n → Bool => (f (addSpin false τ) - f (addSpin true τ)) ^ 2)
      = fun τ => (f (addSpin true τ) - f (addSpin false τ)) ^ 2 := by
    funext τ; ring
  unfold flipEnergy
  rw [Fin.sum_univ_succ]
  simp only [average_succ, hz, hi, Bool.not_true, Bool.not_false]
  rw [← Finset.sum_div, Finset.sum_add_distrib, hsym]
  ring

/-- The squared difference of the root mean squares of `f` and `g` is at most the mean
square of `f - g`. -/
theorem rms_sub_sq_le {n : ℕ} (f g : (Fin n → Bool) → ℝ) :
    (Real.sqrt (average fun σ => f σ ^ 2) - Real.sqrt (average fun σ => g σ ^ 2)) ^ 2
      ≤ average (fun σ => (f σ - g σ) ^ 2) := by
  have hexp : average (fun σ => (f σ - g σ) ^ 2) = average (fun σ => f σ ^ 2)
      + average (fun σ => g σ ^ 2) - 2 * average (fun σ => f σ * g σ) := by
    have h : ∑ σ, (f σ - g σ) ^ 2
        = ∑ σ, f σ ^ 2 + ∑ σ, g σ ^ 2 - 2 * ∑ σ, f σ * g σ := by
      rw [Finset.mul_sum, ← Finset.sum_add_distrib, ← Finset.sum_sub_distrib]
      exact Finset.sum_congr rfl fun σ _ => by ring
    unfold average
    rw [h]
    ring
  -- Cauchy-Schwarz for the mixed term
  have hcs : average (fun σ => f σ * g σ) ^ 2
      ≤ average (fun σ => f σ ^ 2) * average (fun σ => g σ ^ 2) := by
    unfold average
    calc ((∑ σ, f σ * g σ) / 2 ^ n) ^ 2 = (∑ σ, f σ * g σ) ^ 2 / (2 ^ n) ^ 2 := div_pow _ _ _
      _ ≤ ((∑ σ, f σ ^ 2) * ∑ σ, g σ ^ 2) / (2 ^ n) ^ 2 :=
          div_le_div_of_nonneg_right (Finset.sum_mul_sq_le_sq_mul_sq _ _ _) (by positivity)
      _ = _ := by ring
  have h := (le_abs_self _).trans (Real.abs_le_sqrt hcs)
  rw [Real.sqrt_mul (average_sq_nonneg f)] at h
  rw [hexp]
  nlinarith [Real.sq_sqrt (average_sq_nonneg f), Real.sq_sqrt (average_sq_nonneg g)]

/-- Logarithmic Sobolev inequality for `n` spins: the entropy of `f²` is at most half the
sum over sites of the mean squared change of `f` under a flip of that site. -/
theorem spin_log_sobolev {n : ℕ} (f : (Fin n → Bool) → ℝ) :
    entropy (fun σ => f σ ^ 2) ≤ flipEnergy f := by
  induction n with
  | zero => simp [entropy, flipEnergy, average]
  | succ n ih =>
    -- chain rule: entropy at fixed first spin plus entropy of the first spin
    have hchain : entropy (fun σ => f σ ^ 2)
        = (entropy (fun τ => f (addSpin true τ) ^ 2)
          + entropy (fun τ => f (addSpin false τ) ^ 2)) / 2
          + pairEntropy (average fun τ => f (addSpin true τ) ^ 2)
            (average fun τ => f (addSpin false τ) ^ 2) := by
      unfold entropy pairEntropy
      rw [average_succ (fun σ => f σ ^ 2),
        average_succ (fun σ => f σ ^ 2 * Real.log (f σ ^ 2))]
      ring
    have h1 := ih (fun τ => f (addSpin true τ))
    have h0 := ih (fun τ => f (addSpin false τ))
    -- the two-state inequality for the root mean squares of the two halves
    have h2 := (two_state_log_sobolev (Real.sqrt (average fun τ => f (addSpin true τ) ^ 2))
      (Real.sqrt (average fun τ => f (addSpin false τ) ^ 2))).1
    rw [Real.sq_sqrt (average_sq_nonneg fun τ => f (addSpin true τ)),
      Real.sq_sqrt (average_sq_nonneg fun τ => f (addSpin false τ))] at h2
    have h3 := rms_sub_sq_le (fun τ => f (addSpin true τ)) (fun τ => f (addSpin false τ))
    rw [hchain, flipEnergy_succ]
    linarith

end TwoStateLogSobolev
```

```lean
#print axioms TwoStateLogSobolev.two_state_log_sobolev
-- 'TwoStateLogSobolev.two_state_log_sobolev' depends on axioms: [propext, Classical.choice, Quot.sound]
#print axioms TwoStateLogSobolev.spin_log_sobolev
-- 'TwoStateLogSobolev.spin_log_sobolev' depends on axioms: [propext, Classical.choice, Quot.sound]
```

## From the calculation to the lemmas

`log_ratio_lt` is the logarithmic estimate; `Real.quadratic_le_exp_of_nonneg` supplies the lower bound on eˣ, and `nlinarith` checks the polynomial inequality.

`pairEntropy_lt_of_lt` studies G through `strictMonoOn_of_deriv_pos`, which asks for continuity on [b, ∞) but a positive derivative only in the interior. This admits b = 0, where `Real.continuous_mul_log` gives continuity at the endpoint. `pairEntropy_self` supplies G(b) = 0. `two_state_log_sobolev` then treats the signs by comparing |a| with |b| through `lt_trichotomy`.

For many spins, `average_succ` and `flipEnergy_succ` split off the first spin, which `addSpin` attaches. `rms_sub_sq_le` is the Cauchy–Schwarz step, with `average_sq_nonneg` justifying the square roots. In `spin_log_sobolev`, `hchain` is the entropy decomposition, `h1` and `h0` are the induction hypotheses for the two halves, and `h2` and `h3` bound the remaining term; `linarith` adds them.
